# Band sticking at the zone boundary: real eigenspaces have even dimension when a real H commutes with a real G and G² = −1

Take a chain with two half-cells per unit cell, one orbital in each, on-site energy a and real hopping t from each half-cell to the next. At k = π, hopping into the next cell carries the phase −1. The two paths between the orbitals then cancel, t − t = 0, and both levels sit at a. The half-cell shift acts on the two amplitudes as

G(x, y) = (−y, x),

so G² = −1. No real number squares to −1, so G cannot map a single real state to a multiple of itself: each state needs a partner.

I understand that this is why bands stick together in pairs at the zone boundary when a glide is combined with spinless time reversal. Can the claim be made rigorous for any number of orbitals, and checked by machine?

## A real determinant rules out odd dimension

Yes. Let J be a linear operator on a real space of finite dimension d, with J² = −1. Taking determinants gives

det(J)² = det(J²) = det(−1) = (−1)^d.

The left side is a real square, hence not negative, so d is even.

Now let H and G be real n×n matrices with GH = HG and G² = −1. If Hv = μv with μ real, then

H(Gv) = G(Hv) = μ(Gv).

So G maps the eigenspace of μ into itself. Restricted to that eigenspace it still squares to −1, and the eigenspace has even dimension. If μ is an eigenvalue, the dimension is at least 2.

The condition Hᵀ = H was never used. G also commutes with (H − μ)^k, so (H − μ)^k v = 0 implies (H − μ)^k Gv = 0, and these kernels have even dimension too.

For the chain with several orbitals per half-cell, let the real matrices A and B be the on-site block and the hopping block to the next half-cell, and s = ±1 the Bloch phase. In block rows,

H = [A, U; L, A], with U = sB + Bᵀ and L = B + sBᵀ,

G = [0, s; 1, 0].

Multiplying out gives

G² = s,

GH = [sL, sA; A, U],

HG = [U, sA; A, sL].

Since s² = 1, sL = sB + Bᵀ = U, and the two products agree. At s = −1 all the conditions on H and G hold.

## The statements and their proofs in Lean

```lean
import Mathlib

open Matrix

namespace GlideBandSticking

/-- A real finite-dimensional space carrying a linear operator that squares to minus the identity
has even dimension. -/
theorem even_finrank_of_sq_neg_one {V : Type*} [AddCommGroup V] [Module ℝ V]
    [FiniteDimensional ℝ V] (J : V →ₗ[ℝ] V) (hJ : ∀ v, J (J v) = -v) :
    Even (Module.finrank ℝ V) := by
  have hcomp : J * J = (-1 : ℝ) • (1 : V →ₗ[ℝ] V) := by
    ext v
    simp [hJ]
  -- compare determinants: a real square equals (-1) ^ dim
  have hdet : LinearMap.det J * LinearMap.det J = (-1 : ℝ) ^ Module.finrank ℝ V := by
    rw [← map_mul, hcomp, LinearMap.det_smul, map_one, mul_one]
  by_contra hodd
  rw [Nat.not_even_iff_odd] at hodd
  rw [hodd.neg_one_pow] at hdet
  linarith [mul_self_nonneg (LinearMap.det J)]

section General

variable {n : Type*} [Fintype n] [DecidableEq n]

/-- If a real matrix `G` squares to `-1`, every subspace of real vectors that `G` maps into itself
has even dimension. -/
theorem even_finrank_of_invariant (G : Matrix n n ℝ) (hG : G * G = -1)
    (W : Submodule ℝ (n → ℝ)) (hW : ∀ v ∈ W, G *ᵥ v ∈ W) :
    Even (Module.finrank ℝ W) := by
  have hW' : ∀ v ∈ W, G.mulVecLin v ∈ W := hW
  apply even_finrank_of_sq_neg_one (G.mulVecLin.restrict hW')
  intro v
  apply Subtype.ext
  change G *ᵥ (G *ᵥ (v : n → ℝ)) = -(v : n → ℝ)
  rw [Matrix.mulVec_mulVec, hG, Matrix.neg_mulVec, Matrix.one_mulVec]

/-- Band sticking: if a real Hamiltonian matrix `H` commutes with a real symmetry `G` that squares
to `-1`, every real eigenspace of `H` has even dimension. -/
theorem band_sticking (H G : Matrix n n ℝ) (hGH : G * H = H * G) (hG : G * G = -1) (μ : ℝ) :
    Even (Module.finrank ℝ (Module.End.eigenspace (Matrix.toLin' H) μ)) := by
  apply even_finrank_of_invariant G hG
  intro v hv
  rw [Module.End.mem_eigenspace_iff, Matrix.toLin'_apply] at hv ⊢
  -- the symmetry carries an eigenvector to an eigenvector of the same energy
  rw [Matrix.mulVec_mulVec, ← hGH, ← Matrix.mulVec_mulVec, hv, Matrix.mulVec_smul]

/-- If a real matrix `H` commutes with a real matrix `G` that squares to `-1`, the kernel of each
power of `H - μ`, with `μ` real, has even dimension; `H` may be non-symmetric and have Jordan
blocks. -/
theorem band_sticking_generalized (H G : Matrix n n ℝ) (hGH : G * H = H * G)
    (hG : G * G = -1) (μ : ℝ) (k : ℕ) :
    Even (Module.finrank ℝ
      (LinearMap.ker (Matrix.toLin' ((H - μ • (1 : Matrix n n ℝ)) ^ k)))) := by
  have h0 : Commute G H := hGH
  have hc : Commute G ((H - μ • (1 : Matrix n n ℝ)) ^ k) :=
    (h0.sub_right ((Commute.one_right G).smul_right μ)).pow_right k
  apply even_finrank_of_invariant G hG
  intro v hv
  rw [LinearMap.mem_ker, Matrix.toLin'_apply] at hv ⊢
  rw [Matrix.mulVec_mulVec, ← hc.eq, ← Matrix.mulVec_mulVec, hv, Matrix.mulVec_zero]

end General

section Chain

variable {m : Type*}

/-- The glide of a chain with two half-cells per cell: it moves each orbital by half a cell, with
Bloch phase `s` on entering the next cell. -/
def glide (m : Type*) [DecidableEq m] (s : ℝ) : Matrix (m ⊕ m) (m ⊕ m) ℝ :=
  fromBlocks 0 (s • 1) 1 0

/-- The Bloch Hamiltonian of the chain at a real Bloch phase `s = 1` or `s = -1`, with on-site
block `A` and hopping block `B` from each half-cell to the next. -/
def glideChain (A B : Matrix m m ℝ) (s : ℝ) : Matrix (m ⊕ m) (m ⊕ m) ℝ :=
  fromBlocks A (s • B + Bᵀ) (B + s • Bᵀ) A

variable [Fintype m] [DecidableEq m]

/-- Two glides make a full lattice translation, which multiplies a Bloch state by the phase `s`. -/
theorem glide_mul_self (s : ℝ) : glide m s * glide m s = s • 1 := by
  rw [glide, fromBlocks_multiply, ← fromBlocks_one, fromBlocks_smul]
  simp

/-- At a real Bloch phase, `s * s = 1`, the chain Hamiltonian commutes with the glide. -/
theorem glide_commutes (A B : Matrix m m ℝ) (s : ℝ) (hs : s * s = 1) :
    glide m s * glideChain A B s = glideChain A B s * glide m s := by
  have hU : s • B + Bᵀ = s • (B + s • Bᵀ) := by
    rw [smul_add, smul_smul, hs, one_smul]
  simp only [glide, glideChain, hU, fromBlocks_multiply]
  simp

/-- At the zone boundary, `s = -1`, the chain with symmetric on-site block has a symmetric
Hamiltonian that commutes with the glide, and the glide squares to `-1`. -/
theorem glideChain_witness (A B : Matrix m m ℝ) (hA : Aᵀ = A) :
    (glideChain A B (-1))ᵀ = glideChain A B (-1) ∧
      glide m (-1) * glideChain A B (-1) = glideChain A B (-1) * glide m (-1) ∧
      glide m (-1) * glide m (-1) = -1 := by
  refine ⟨?_, glide_commutes A B (-1) (by norm_num), ?_⟩
  · rw [glideChain, fromBlocks_transpose, hA]
    simp [add_comm]
  · rw [glide_mul_self, neg_one_smul]

/-- Every energy eigenspace of the glide chain at the zone boundary has even dimension, whatever
the on-site and hopping blocks. -/
theorem glideChain_band_sticking (A B : Matrix m m ℝ) (μ : ℝ) :
    Even (Module.finrank ℝ
      (Module.End.eigenspace (Matrix.toLin' (glideChain A B (-1))) μ)) :=
  band_sticking _ (glide m (-1)) (glide_commutes A B (-1) (by norm_num))
    (by rw [glide_mul_self, neg_one_smul]) μ

end Chain

/-- At the zone centre, `s = 1`, the chain with one orbital per half-cell and hopping `t ≠ 0` has
a one-dimensional eigenspace at energy `2 * t`. -/
theorem zone_centre_simple_level (t : ℝ) (ht : t ≠ 0) :
    Module.finrank ℝ (Module.End.eigenspace
      (Matrix.toLin' (glideChain (0 : Matrix Unit Unit ℝ) (t • 1) 1)) (2 * t)) = 1 := by
  have hH : ∀ v : Unit ⊕ Unit → ℝ,
      glideChain (0 : Matrix Unit Unit ℝ) (t • 1) 1 *ᵥ v
        = fun i => t * v i.swap + t * v i.swap := by
    intro v
    ext i
    rcases i with ⟨⟩ | ⟨⟩ <;>
      simp [glideChain, Matrix.mulVec, dotProduct, Fintype.sum_sum_type] <;> ring
  -- the level is spanned by the uniform state
  have hspan : Module.End.eigenspace
      (Matrix.toLin' (glideChain (0 : Matrix Unit Unit ℝ) (t • 1) 1)) (2 * t)
        = Submodule.span ℝ {(fun _ => 1 : Unit ⊕ Unit → ℝ)} := by
    ext v
    rw [Module.End.mem_eigenspace_iff, Matrix.toLin'_apply, hH,
      Submodule.mem_span_singleton]
    constructor
    · intro hv
      have h := congrFun hv (Sum.inl ())
      change t * v (Sum.inr ()) + t * v (Sum.inr ()) = 2 * t * v (Sum.inl ()) at h
      have he : v (Sum.inr ()) = v (Sum.inl ()) := mul_left_cancel₀ ht (by linarith)
      refine ⟨v (Sum.inl ()), ?_⟩
      ext i
      rcases i with ⟨⟩ | ⟨⟩
      · exact mul_one _
      · exact (mul_one _).trans he.symm
    · rintro ⟨c, rfl⟩
      ext i
      change t * (c * 1) + t * (c * 1) = 2 * t * (c * 1)
      ring
  rw [hspan]
  apply finrank_span_singleton
  intro h
  exact one_ne_zero (congrFun h (Sum.inl ()))

end GlideBandSticking
```

```lean
#print axioms GlideBandSticking.band_sticking
#print axioms GlideBandSticking.band_sticking_generalized
#print axioms GlideBandSticking.glideChain_band_sticking
#print axioms GlideBandSticking.zone_centre_simple_level
```

```
'GlideBandSticking.band_sticking' depends on axioms: [propext, Classical.choice, Quot.sound]
'GlideBandSticking.band_sticking_generalized' depends on axioms: [propext, Classical.choice, Quot.sound]
'GlideBandSticking.glideChain_band_sticking' depends on axioms: [propext, Classical.choice, Quot.sound]
'GlideBandSticking.zone_centre_simple_level' depends on axioms: [propext, Classical.choice, Quot.sound]
```

In `band_sticking`, the finite type `n` labels the orbitals, `hGH` is the commutation and `hG` is G² = −1. The eigenspace of `Matrix.toLin' H` at `μ` is the set of real vectors with Hv = μv, and `Module.finrank ℝ` is its dimension. If `μ` is not an eigenvalue, the dimension is 0, which is even. For symmetric H this dimension is the usual degeneracy; for non-symmetric H, non-real eigenvalues are not addressed.

That H and G are real is assumed. Physically, it stands for spinless time reversal, which supplies a real basis at k = π. The condition G² = −1 says that two glides make one lattice translation, whose Bloch phase there is −1.

In the chain, `m ⊕ m` is two copies of the orbital set `m`, one per half-cell. Its `glide` is a bare half translation, so its pairing can also be read as band folding. A glide that also reflects the orbitals by a real matrix σ with σ² = 1 still squares to s. At s = −1, `band_sticking` then applies to any real H that commutes with it.

The proofs follow the derivation:

- `even_finrank_of_sq_neg_one` is the determinant argument. `LinearMap.det_smul` produces (−1)^d, and for odd d `linarith` finds a square equal to −1.
- `even_finrank_of_invariant` restricts G to an invariant subspace and applies the first lemma.
- `band_sticking` shows that the eigenspace is invariant; the rewrite `← hGH` is the exchange of G and H. `band_sticking_generalized` does the same for powers of H − μ.
- `glide_mul_self` and `glide_commutes` are the block products, with `hU` stating U = sL.
- `glideChain_witness` confirms that a symmetric A gives a symmetric H meeting every condition, and `glideChain_band_sticking` draws the conclusion for arbitrary real A and B.
- `zone_centre_simple_level` treats s = 1 with one orbital per half-cell and zero on-site energy. `hH` computes the action of H, and `hspan` shows that the level 2t is spanned by the uniform vector (1, 1), or (1, 1)/√2 when normalised.

## Small matrices that break the pairing

Each condition matters, as matrices of size one or two show.

- **G² = +1.** At the zone centre the chain with one orbital per half-cell and zero on-site energy has H(x, y) = (2ty, 2tx). For t ≠ 0 the level 2t is simple, although H commutes with the glide.
- **No commutation.** H = diag(0, 1) has two simple levels, while G(x, y) = (−y, x) still squares to −1.
- **Complex matrices.** The 1×1 matrix G = i squares to −1 and commutes with every 1×1 H, whose single level is simple. H must be real too: for the real G(x, y) = (−y, x), the complex Hermitian matrix H = iG commutes with G and has the simple levels 1 and −1.

## Pairs in a band-structure calculation

For a non-interacting tight-binding model with finitely many orbitals per unit cell, the result says that changing parameters cannot split the pairs at k = π as long as H stays real and keeps the glide. In code, one can build H and G at k = π and check that both are real, that H is symmetric, and that GH − HG and G² + 1 vanish to rounding. The sorted eigenvalues should then come in pairs that are equal to rounding. If they do not, either one of these checks fails, for instance through a wrong entry in the hopping table, or the eigenvalues were computed wrongly.

The matrices above attach the Bloch phase to the cell index. If the phase follows the orbital positions instead, H at k = π may come out complex, but its spectrum is the same.

With non-orthogonal orbitals and overlap matrix S, the relevant matrix is S⁻¹H, which is generally not symmetric. The argument applies to it as well, provided it is real and commutes with G.
